# Two-sided bounds on the tail of a one-dimensional power-law sum with exponent s > 1

## The inverse-square chain cut after one neighbour

Take a half-infinite row of sites at distances 1, 2, 3, … from a reference site, with interaction 1/n² at distance n. If only the nearest neighbour is kept, the neglected energy is 1/4 + 1/9 + 1/16 + …. For every n ≥ 2,

1/n − 1/(n+1) = 1/(n(n+1)) < 1/n² < 1/((n−1)n) = 1/(n−1) − 1/n.

Both outer expressions telescope when summed over n ≥ 2, the left one to 1/2 and the right one to 1. The neglected energy therefore lies strictly between 1/2 and 1. For a general exponent, the outer expressions become integrals of the interaction over one lattice spacing.

## Power-law energy in a chain

Let two sites at distance r interact with energy proportional to r^(−s), with the same positive prefactor for every pair. With distances in lattice constants and energies in units of the nearest-neighbour energy, a pair n sites apart contributes n^(−s). For a real exponent s > 1 and a cutoff N, define

E = ∑_{n≥1} n^(−s), E_N = ∑_{n=1}^{N} n^(−s), T_N = ∑_{n>N} n^(−s).

These are the full energy, the cutoff energy and the tail, all for one side of the reference site. In an infinite chain, E is also the energy per site, because the two sides give 2E and each pair is shared by two sites.

The condition s > 1 says that the interaction decays faster than 1/r, which is what makes this energy finite in one dimension. A chain of equal charges, with s = 1, is excluded.

## The bounds and their Lean form

For s > 1 and N ≥ 1 the tail converges, and

(N+1)^(1−s)/(s−1) < T_N < N^(1−s)/(s−1).

This is `tail_bounds`. Its three parts are the `Summable` statement for the tail series and the two strict inequalities for `tailEnergy s N`. The exponent `s` is a real number and `N` a natural number, converted to a real before the power is taken. The definitions correspond as follows:

- `pairEnergy s n` is n^(−s).
- `chainEnergy s` is E, with the summation index shifted so that it starts at distance 1.
- `cutoffEnergy s N` is E_N.
- `tailEnergy s N` is T_N, summed over the distances `N + 1 + k` with k = 0, 1, 2, ….

Lean gives a divergent `∑'` the value 0, so `chainEnergy` and `tailEnergy` are energies only for s > 1.

Write C_N = N^(1−s)/(s−1) for the continuum correction, the integral of t^(−s) from N to infinity. Three further theorems concern the cutoff, the last two of them involving C_N:

- `chain_eq_cutoff_add_tail`: E = E_N + T_N.
- `corrected_cutoff_error`: 0 < E_N + C_N − E < N^(−s) for N ≥ 1.
- `tail_ratio_tendsto`: T_N/C_N tends to 1 as N grows.

For fixed, equally spaced sites on a line with a pure power law of one sign, these results bound the error that remains when the integral tail correction C_N is added to the truncated pair sum. By the ratio bound derived below, the correction is sure to reduce the error when N ≥ 2(s−1). At a shorter cutoff it can increase the error: for s = 6 and N = 1 the tail is about 0.017, while C_1 = 0.2. Alternating charges, thermal disorder and higher-dimensional lattices need separate treatment.

## Derivation from one lattice spacing

**Convergence.** If s ≤ 1, then n^(−s) ≥ 1/n for n ≥ 1, and the series diverges with the harmonic series. If s > 1, it is a convergent p-series. Removing the first N terms changes neither conclusion.

**One spacing.** For x > 0 let

D(x) = (x^(1−s) − (x+1)^(1−s))/(s−1),

which is the integral of t^(−s) from x to x+1. The derivative of t^(1−s) is (1−s)t^(−s), so the mean value theorem gives a c with x < c < x+1 and

(x+1)^(1−s) − x^(1−s) = (1−s)c^(−s).

Dividing by 1−s gives D(x) = c^(−s). Since t^(−s) is strictly decreasing,

(x+1)^(−s) < D(x) < x^(−s).

**Telescoping.** For a > 0, the first n increments starting at a add up to

∑_{k=0}^{n−1} D(a+k) = (a^(1−s) − (a+n)^(1−s))/(s−1).

Because 1−s < 0, the term (a+n)^(1−s) tends to 0, and the infinite sum is a^(1−s)/(s−1).

**Comparison.** The tail term at distance N+1+k lies between the increment after it and the increment before it:

D(N+1+k) < (N+1+k)^(−s) < D(N+k).

Summing over k, with a = N+1 on the left and a = N on the right, gives the two bounds. The right-hand sum starts at N, which must therefore be positive.

**Error of the corrected energy.** Since E = E_N + T_N, the error E_N + C_N − E equals C_N − T_N. The upper bound makes it positive. The lower bound gives

C_N − T_N < C_N − (N+1)^(1−s)/(s−1) = D(N) < N^(−s).

**Ratio.** Dividing C_N − N^(−s) < T_N < C_N by C_N, and using N^(−s)/C_N = (s−1)/N, gives

1 − (s−1)/N < T_N/C_N < 1.

Both sides tend to 1.

## Four neighbours with s = 2

The cutoff energy is

E_4 = 1 + 1/4 + 1/9 + 1/16 = 205/144 ≈ 1.4236.

The tail lies between 1/5 and 1/4, so E lies between about 1.6236 and 1.6736. The known value is π²/6 ≈ 1.6449. Truncation alone misses about 0.2213. Adding C_4 = 1/4 gives 1.6736, which is too large by about 0.0287, within the bound 1/16 = 0.0625.

## The Lean file

```lean
import Mathlib

open Filter Topology Finset

namespace PowerLawTail

noncomputable section

/-- Power-law interaction of two sites `n ≥ 1` lattice constants apart, in units of the
nearest-neighbour energy. -/
def pairEnergy (s : ℝ) (n : ℕ) : ℝ := (n : ℝ) ^ (-s)

/-- Interaction of a site with all sites on one side of it in an infinite chain, for `s > 1`. -/
def chainEnergy (s : ℝ) : ℝ := ∑' n : ℕ, pairEnergy s (n + 1)

/-- The same interaction with only the first `N` neighbours kept. -/
def cutoffEnergy (s : ℝ) (N : ℕ) : ℝ := ∑ n ∈ range N, pairEnergy s (n + 1)

/-- Interaction with the sites beyond the `N`-th neighbour, at distances `N + 1 + k`,
for `s > 1`. -/
def tailEnergy (s : ℝ) (N : ℕ) : ℝ := ∑' k : ℕ, pairEnergy s (N + 1 + k)

/-- The sum over the sites beyond the cutoff converges exactly when the exponent exceeds one. -/
theorem summable_tail_iff (s : ℝ) (N : ℕ) :
    Summable (fun k : ℕ => pairEnergy s (N + 1 + k)) ↔ 1 < s := by
  have e : (fun k : ℕ => pairEnergy s (N + 1 + k)) =
      fun k : ℕ => pairEnergy s (k + (N + 1)) := by
    funext k
    rw [add_comm (N + 1) k]
  have h : Summable (pairEnergy s) ↔ -s < -1 := Real.summable_nat_rpow
  rw [e, summable_nat_add_iff (f := pairEnergy s) (N + 1), h]
  exact neg_lt_neg_iff

/-- For `s > 1` and `x > 0`, the increment of the continuum energy over one lattice spacing
lies strictly between the interactions at the far end and at the near end. -/
theorem spacing_bounds {s x : ℝ} (hs : 1 < s) (hx : 0 < x) :
    (x + 1) ^ (-s) < (x ^ (1 - s) - (x + 1) ^ (1 - s)) / (s - 1) ∧
      (x ^ (1 - s) - (x + 1) ^ (1 - s)) / (s - 1) < x ^ (-s) := by
  have hd : ∀ t : ℝ, 0 < t →
      HasDerivAt (fun t : ℝ => t ^ (1 - s)) ((1 - s) * t ^ (-s)) t := by
    intro t ht
    have h := Real.hasDerivAt_rpow_const (x := t) (p := 1 - s) (Or.inl ht.ne')
    rwa [show 1 - s - 1 = -s by ring] at h
  -- the mean value theorem gives an intermediate distance `c`
  obtain ⟨c, ⟨hc1, hc2⟩, hc⟩ := exists_hasDerivAt_eq_slope
    (fun t : ℝ => t ^ (1 - s)) (fun t : ℝ => (1 - s) * t ^ (-s))
    (by linarith : x < x + 1)
    (fun t ht => (hd t (hx.trans_le ht.1)).continuousAt.continuousWithinAt)
    (fun t ht => hd t (hx.trans ht.1))
  have h1 : x + 1 - x = 1 := by ring
  simp only [h1, div_one] at hc
  have e : (x ^ (1 - s) - (x + 1) ^ (1 - s)) / (s - 1) = c ^ (-s) := by
    rw [div_eq_iff (sub_pos.2 hs).ne']
    linear_combination hc
  rw [e]
  have hneg : -s < 0 := by linarith
  exact ⟨Real.rpow_lt_rpow_of_neg (hx.trans hc1) hc2 hneg,
    Real.rpow_lt_rpow_of_neg hx hc1 hneg⟩

/-- For `s > 1` and `a > 0`, the continuum increments over successive lattice spacings,
starting at distance `a`, add up to `a ^ (1 - s) / (s - 1)`. -/
theorem hasSum_spacings {s a : ℝ} (hs : 1 < s) (ha : 0 < a) :
    HasSum (fun k : ℕ => ((a + k) ^ (1 - s) - (a + k + 1) ^ (1 - s)) / (s - 1))
      (a ^ (1 - s) / (s - 1)) := by
  have hpos : ∀ k : ℕ, 0 < a + (k : ℝ) := fun k => by positivity
  refine (hasSum_iff_tendsto_nat_of_nonneg (fun k => ?_) _).2 ?_
  · exact (Real.rpow_nonneg (by linarith [hpos k]) (-s)).trans
      (spacing_bounds hs (hpos k)).1.le
  · -- the partial sums telescope
    have hp : ∀ n : ℕ,
        ∑ k ∈ range n, ((a + (k : ℝ)) ^ (1 - s) - (a + k + 1) ^ (1 - s)) / (s - 1) =
          (a ^ (1 - s) - (a + (n : ℝ)) ^ (1 - s)) / (s - 1) := by
      intro n
      induction n with
      | zero => simp
      | succ n ih =>
        rw [sum_range_succ, ih, Nat.cast_succ, ← add_assoc a (n : ℝ) 1]
        ring
    have h := (tendsto_rpow_neg_atTop (sub_pos.2 hs)).comp
      (tendsto_atTop_add_const_left atTop a (tendsto_natCast_atTop_atTop (R := ℝ)))
    simp only [neg_sub] at h
    have h2 := (h.const_sub (a ^ (1 - s))).div_const (s - 1)
    rw [sub_zero] at h2
    simp only [hp]
    exact h2

/-- For `s > 1` and a cutoff `N ≥ 1`, the neglected interaction converges and lies strictly
between `(N + 1) ^ (1 - s) / (s - 1)` and `N ^ (1 - s) / (s - 1)`. -/
theorem tail_bounds {s : ℝ} {N : ℕ} (hs : 1 < s) (hN : 1 ≤ N) :
    Summable (fun k : ℕ => pairEnergy s (N + 1 + k)) ∧
      ((N : ℝ) + 1) ^ (1 - s) / (s - 1) < tailEnergy s N ∧
      tailEnergy s N < (N : ℝ) ^ (1 - s) / (s - 1) := by
  have hS := (summable_tail_iff s N).2 hs
  have hN0 : (0 : ℝ) < N := by exact_mod_cast hN
  have key : ∀ k : ℕ, pairEnergy s (N + 1 + k) = ((N : ℝ) + 1 + k) ^ (-s) := by
    intro k
    simp only [pairEnergy, Nat.cast_add, Nat.cast_one]
  -- compare each pair term with the spacing after it and the spacing before it
  have hlow : ∀ k : ℕ, (((N : ℝ) + 1 + k) ^ (1 - s) - ((N : ℝ) + 1 + k + 1) ^ (1 - s))
      / (s - 1) < pairEnergy s (N + 1 + k) := by
    intro k
    rw [key]
    exact (spacing_bounds hs (by positivity)).2
  have hup : ∀ k : ℕ, pairEnergy s (N + 1 + k) <
      (((N : ℝ) + k) ^ (1 - s) - ((N : ℝ) + k + 1) ^ (1 - s)) / (s - 1) := by
    intro k
    rw [key, add_right_comm (N : ℝ) 1 (k : ℝ)]
    exact (spacing_bounds hs (by positivity)).1
  exact ⟨hS,
    hasSum_lt (fun k => (hlow k).le) (hlow 0) (hasSum_spacings hs (by positivity)) hS.hasSum,
    hasSum_lt (fun k => (hup k).le) (hup 0) hS.hasSum (hasSum_spacings hs hN0)⟩

/-- For `s > 1`, the full interaction is the cutoff interaction plus the tail. -/
theorem chain_eq_cutoff_add_tail {s : ℝ} (hs : 1 < s) (N : ℕ) :
    chainEnergy s = cutoffEnergy s N + tailEnergy s N := by
  have hS : Summable (fun n : ℕ => pairEnergy s (n + 1)) := by
    have e : (fun n : ℕ => pairEnergy s (n + 1)) = fun n : ℕ => pairEnergy s (0 + 1 + n) := by
      funext n
      congr 1
      omega
    rw [e]
    exact (summable_tail_iff s 0).2 hs
  have ht : tailEnergy s N = ∑' k : ℕ, pairEnergy s (k + N + 1) := by
    unfold tailEnergy
    refine tsum_congr (fun k => ?_)
    congr 1
    omega
  rw [ht]
  exact (hS.sum_add_tsum_nat_add N).symm

/-- For `s > 1` and `N ≥ 1`, the cutoff energy with the continuum tail correction added
overestimates the full energy, by less than the last pair term kept. -/
theorem corrected_cutoff_error {s : ℝ} {N : ℕ} (hs : 1 < s) (hN : 1 ≤ N) :
    0 < cutoffEnergy s N + (N : ℝ) ^ (1 - s) / (s - 1) - chainEnergy s ∧
      cutoffEnergy s N + (N : ℝ) ^ (1 - s) / (s - 1) - chainEnergy s < pairEnergy s N := by
  obtain ⟨-, hl, hu⟩ := tail_bounds hs hN
  have h := (spacing_bounds hs (by exact_mod_cast hN : (0 : ℝ) < N)).2
  rw [sub_div] at h
  rw [chain_eq_cutoff_add_tail hs N]
  unfold pairEnergy
  constructor <;> linarith

/-- For `s > 1`, the ratio of the tail to the continuum correction `N ^ (1 - s) / (s - 1)`
tends to one as the cutoff grows. -/
theorem tail_ratio_tendsto {s : ℝ} (hs : 1 < s) :
    Tendsto (fun N : ℕ => tailEnergy s N / ((N : ℝ) ^ (1 - s) / (s - 1))) atTop (𝓝 1) := by
  have hs0 : 0 < s - 1 := sub_pos.2 hs
  have h := (tendsto_const_div_atTop_nhds_zero_nat (s - 1)).const_sub 1
  rw [sub_zero] at h
  refine tendsto_of_tendsto_of_tendsto_of_le_of_le' h tendsto_const_nhds ?_ ?_
  · -- the relative error is at most `(s - 1) / N`
    filter_upwards [eventually_ge_atTop 1] with N hN
    have hN0 : (0 : ℝ) < N := by exact_mod_cast hN
    have hpow : (N : ℝ) ^ (-s) = (N : ℝ) ^ (1 - s) / N := by
      rw [← Real.rpow_sub_one hN0.ne', show 1 - s - 1 = -s by ring]
    have he : (s - 1) / (N : ℝ) * ((N : ℝ) ^ (1 - s) / (s - 1)) = (N : ℝ) ^ (-s) := by
      rw [hpow, div_mul_div_comm, mul_comm (N : ℝ) (s - 1),
        mul_div_mul_left _ _ hs0.ne']
    have hb := (spacing_bounds hs hN0).2
    rw [sub_div] at hb
    rw [le_div_iff₀ (div_pos (Real.rpow_pos_of_pos hN0 _) hs0), sub_mul, one_mul, he]
    linarith [(tail_bounds hs hN).2.1]
  · filter_upwards [eventually_ge_atTop 1] with N hN
    have hN0 : (0 : ℝ) < N := by exact_mod_cast hN
    rw [div_le_iff₀ (div_pos (Real.rpow_pos_of_pos hN0 _) hs0), one_mul]
    exact (tail_bounds hs hN).2.2.le

end

end PowerLawTail
```

```lean
#print axioms PowerLawTail.summable_tail_iff
-- 'PowerLawTail.summable_tail_iff' depends on axioms: [propext, Classical.choice, Quot.sound]
#print axioms PowerLawTail.corrected_cutoff_error
-- 'PowerLawTail.corrected_cutoff_error' depends on axioms: [propext, Classical.choice, Quot.sound]
#print axioms PowerLawTail.tail_ratio_tendsto
-- 'PowerLawTail.tail_ratio_tendsto' depends on axioms: [propext, Classical.choice, Quot.sound]
```

## From the spacing lemma to the energy bounds

`summable_tail_iff` takes the p-series criterion from Mathlib as `Real.summable_nat_rpow` and removes the initial terms with `summable_nat_add_iff`.

`spacing_bounds` is the mean value step. `exists_hasDerivAt_eq_slope` supplies the intermediate distance `c`, the equation `e` identifies D(x) with `c ^ (-s)`, and `Real.rpow_lt_rpow_of_neg` gives the strict decrease on each side of `c`.

`hasSum_spacings` proves the telescoping formula by induction on the number of increments. The increments are nonnegative, so `hasSum_iff_tendsto_nat_of_nonneg` reduces the infinite sum to the limit of these partial sums.

In `tail_bounds`, `hlow` and `hup` are the two halves of the termwise comparison, obtained from `spacing_bounds` at x = N+1+k and at x = N+k.

`chain_eq_cutoff_add_tail` splits the convergent series after N terms. In `corrected_cutoff_error`, `rw` substitutes this splitting for the full energy, and `linarith` then finishes from the tail bounds and the spacing bound at x = N. `tail_ratio_tendsto` is a squeeze argument whose inequalities are required only from N = 1 onwards, which is the role of `eventually_ge_atTop 1`.

## How `hasSum_lt` keeps the inequality strict

Strict inequalities between partial sums can become equalities in the limit: 1 − 1/n < 1 for every n, yet the limit is 1. Comparing partial sums and passing to the limit would therefore give only ≤ for the tail.

`hasSum_lt` takes a termwise ≤, one index at which the inequality is strict, and the sums of both series. The gap at that one index stays in the difference of the sums, since no other term can make up for it. Here the index is k = 0, supplied by `hlow 0` and `hup 0`.

The sums enter as `HasSum f a`, which says that the series f converges to a. For the increments this comes from `hasSum_spacings` with its closed-form value. For the tail it is `hS.hasSum`, whose value is by definition `tailEnergy s N`. The two closed forms thus become strict bounds on the tail without any formula for the tail itself.
